# The DIIS minimum for a singular residual matrix: $1/(u\cdot Xu)$ or zero

When the residuals stored in a self-consistent-field calculation are linearly dependent, their overlap matrix $B$ is singular, and the formula $B^{-1}u/(u\cdot B^{-1}u)$ for the DIIS coefficients, with $u$ the all-ones vector, cannot be used. Optimal coefficients still exist. Here $B^{-1}$ is replaced by a matrix $X$ that satisfies the four Penrose equations for $B$, and the existence of $X$ is assumed. Textbooks call $X$ the Moore–Penrose pseudoinverse and write $B^+$. If $u$ is in the range of $B$, the formula with $X$ in place of $B^{-1}$ gives optimal coefficients; otherwise some coefficients that sum to one make the combined residual zero.

## Extrapolating from stored residuals

DIIS (direct inversion in the iterative subspace) keeps several Fock matrices $F_i$ with residual vectors $r_i$, for instance the entries of the commutator of $F_i$ with its density matrix in an orthonormal basis. It forms $\sum_i c_iF_i$ with coefficients that sum to one and make $\sum_i c_ir_i$ as short as possible. For real residuals with $B_{ij}=r_i\cdot r_j$,

$$\Big|\sum_i c_i r_i\Big|^2=\sum_{ij}c_iB_{ij}c_j=c\cdot Bc ,$$

so $B$ is symmetric and positive semidefinite. With $u$ the all-ones vector, the problem is to minimise $Q(c)=c\cdot Bc$ subject to $u\cdot c=1$.

## Two cases for the minimum

Let $B$ be real, symmetric and positive semidefinite, of size at least one.

- If $u=Bw$ for some $w$, then $u\cdot Xu>0$, the minimum is $1/(u\cdot Xu)$, and $c^*=Xu/(u\cdot Xu)$ attains it. Every other minimiser is strictly longer than $c^*$.
- If $u$ is not in the range of $B$, the minimum is zero and is attained.

For electronic-structure codes this gives a sufficient condition, $u$ in the range of $B$, for the formula $Xu/(u\cdot Xu)$ to give optimal DIIS coefficients. It applies to a real matrix $B$ whose range is known exactly; the choice of a threshold below which computed eigenvalues count as zero is a separate matter.

## Derivation

**Zero form means kernel vector.** Suppose $Q(c)=0$ but $b=Bc\neq0$. Put $a=b\cdot b>0$ and $\beta=Q(b)\ge0$. By symmetry,

$$Q(sc+tb)=s^2Q(c)+2st\,b\cdot Bc+t^2Q(b)=2sta+t^2\beta .$$

With $s=-(\beta+1)$ and $t=a$ this equals $-a^2(\beta+2)<0$, which is impossible. Hence $Bc=0$.

**Stationary coefficients are minimal.** Let $Bc=\mu u$ and $u\cdot c=1$. Then $Q(c)=\mu\,c\cdot u=\mu$. If also $u\cdot d=1$, then $(d-c)\cdot Bc=\mu(1-1)=0$, so

$$Q(d)=\mu+Q(d-c)\ge\mu .$$

**The vector $u$ in the range.** From $u=Bw$ and $BXB=B$ we get $BXu=BXBw=Bw=u$. Therefore $Q(Xu)=Xu\cdot u\ge0$. If this number were zero, the first step would give $u=BXu=0$, which is false. So $u\cdot Xu>0$, and $c^*$ satisfies $u\cdot c^*=1$ and $Bc^*=\mu u$ with $\mu=1/(u\cdot Xu)$. The second step makes it a minimiser with value $\mu$.

**The vector $u$ outside the range.** Put $z=u-BXu$, which is nonzero. Since $B$ and $BX$ are symmetric,

$$B(BX)=B^T(BX)^T=(BXB)^T=B^T=B ,$$

so $Bz=Bu-BBXu=0$. Then $z\cdot BXu=Bz\cdot Xu=0$, and $z\cdot z=z\cdot u$. The coefficients $z/(z\cdot z)$ sum to one and give $Q=0$, the least value a semidefinite form can take.

**The shortest minimiser.** Let $u=Bw$, let $d\ne c^*$ be a minimiser, and put $e=d-c^*$. Since $Q(d)=\mu$, the second step gives $Q(e)=0$, and the first gives $Be=0$. Because $XB$ is symmetric,

$$Xu\cdot e=XBw\cdot e=w\cdot XBe=0 .$$

Thus $c^*\cdot e=0$ and $d\cdot d=c^*\cdot c^*+e\cdot e>c^*\cdot c^*$.

## Two equal residuals

Take two stored residuals that are the same unit vector. All four entries of $B$ are $1$, and all four entries of $X$ are $1/4$. Then $Xu=(1/2,1/2)$ and $u\cdot Xu=1$, so $c^*=(1/2,1/2)$ and the minimum is $1$. Every admissible pair $(t,1-t)$ gives the same value, $Q=1$. Its squared length $t^2+(1-t)^2$ is smallest at $t=1/2$.

## The pseudoinverse formula without the range condition

Now let the residuals be the numbers $1$ and $2$:

$$B=\begin{pmatrix}1&2\\2&4\end{pmatrix},\qquad X=\tfrac1{25}B .$$

The range consists of the multiples of $(1,2)$ and does not contain $u$. Still, $u\cdot Xu=9/25$ is positive, and the formula gives $(1/3,2/3)$ with $Q=25/9$. The true minimum is zero, at $(2,-1)$. So $u\cdot Xu>0$ alone does not make the normalised vector $Xu/(u\cdot Xu)$ a minimiser.

## Reading the Lean statement

The finite type `n` labels the stored residuals, not the basis functions, and `[Nonempty n]` says that there is at least one. `ones` is $u$, and `residualSq B c` is $Q(c)$. The residuals themselves do not appear: `B` is any real matrix with `hS` (symmetry) and `hP` (a nonnegative form).

`IsMinimizer B c` contains both the constraint and the comparison with every admissible `d`. `IsPenroseInverse B X`, assumed as `hX`, lists the four Penrose equations. `pinvCoeffs X` is $c^*$, and the range condition reads `∃ w, B *ᵥ w = ones`. The multiplier `μ` is normalised by $Bc=\mu u$; other forms of the DIIS equations may change its sign or add a factor of two.

`diis_minimum` contains both cases, and `pinvCoeffs_shortest` compares lengths in the range case only. The step from here to a real calculation is the assumption that $\sum_i c_ir_i$ approximates the residual of the extrapolated Fock matrix. Self-consistency is nonlinear, so a zero minimum does not by itself mean convergence.

```lean
import Mathlib

open Matrix

namespace SingularDIIS

noncomputable section

variable {n : Type*}

/-- The all-ones vector, which expresses the DIIS normalisation of the coefficients. -/
def ones : n → ℝ := fun _ => 1

variable [Fintype n]

/-- The quadratic form `c · B c`: the squared length of the extrapolated residual when `B`
is the matrix of residual overlaps. -/
def residualSq (B : Matrix n n ℝ) (c : n → ℝ) : ℝ := c ⬝ᵥ B *ᵥ c

/-- The coefficients `c` sum to one and give the least `c · B c` among all coefficients
that sum to one. -/
def IsMinimizer (B : Matrix n n ℝ) (c : n → ℝ) : Prop :=
  ones ⬝ᵥ c = 1 ∧ ∀ d, ones ⬝ᵥ d = 1 → residualSq B c ≤ residualSq B d

/-- The four Penrose equations for a real matrix `B` and its Penrose inverse `X`. -/
structure IsPenroseInverse (B X : Matrix n n ℝ) : Prop where
  inner : B * X * B = B
  outer : X * B * X = X
  symm_left : (B * X)ᵀ = B * X
  symm_right : (X * B)ᵀ = X * B

/-- The coefficients `X u / (u · X u)`, with `u` the all-ones vector, for `u · X u ≠ 0`. -/
def pinvCoeffs (X : Matrix n n ℝ) : n → ℝ :=
  (1 / (ones ⬝ᵥ X *ᵥ ones)) • (X *ᵥ ones)

variable {B X : Matrix n n ℝ}

/-- A symmetric matrix can be moved from one side of the dot product to the other. -/
theorem dot_symm {M : Matrix n n ℝ} (h : Mᵀ = M) (x y : n → ℝ) :
    x ⬝ᵥ M *ᵥ y = (M *ᵥ x) ⬝ᵥ y := by
  rw [Matrix.dotProduct_mulVec, ← Matrix.mulVec_transpose, h]

/-- A nonzero real vector has positive squared length. -/
theorem dot_self_pos {x : n → ℝ} (h : x ≠ 0) : 0 < x ⬝ᵥ x := by
  obtain ⟨i, hi⟩ := Function.ne_iff.mp h
  exact Finset.sum_pos' (fun j _ => mul_self_nonneg (x j))
    ⟨i, Finset.mem_univ i, mul_self_pos.mpr hi⟩

/-- For symmetric `B`, the quadratic form of a linear combination of two coefficient vectors
is the sum of two diagonal terms and a cross term. -/
theorem residualSq_combination (hS : Bᵀ = B) (s t : ℝ) (x y : n → ℝ) :
    residualSq B (s • x + t • y) =
      s ^ 2 * residualSq B x + 2 * s * t * (y ⬝ᵥ B *ᵥ x) + t ^ 2 * residualSq B y := by
  have h : x ⬝ᵥ B *ᵥ y = y ⬝ᵥ B *ᵥ x := (dot_symm hS x y).trans (dotProduct_comm _ _)
  simp only [residualSq, Matrix.mulVec_add, Matrix.mulVec_smul, add_dotProduct,
    dotProduct_add, smul_dotProduct, dotProduct_smul, smul_eq_mul]
  rw [h]
  ring

/-- For symmetric positive semidefinite `B`, coefficients with `c · B c = 0` satisfy
`B c = 0`. -/
theorem mulVec_eq_zero_of_residualSq (hS : Bᵀ = B) (hP : ∀ c, 0 ≤ residualSq B c)
    (c : n → ℝ) (hc : residualSq B c = 0) : B *ᵥ c = 0 := by
  by_contra hne
  have ha := dot_self_pos hne
  have hb := hP (B *ᵥ c)
  -- a trial vector on which the form would be negative
  have ht := hP ((-(residualSq B (B *ᵥ c) + 1)) • c + ((B *ᵥ c) ⬝ᵥ (B *ᵥ c)) • (B *ᵥ c))
  rw [residualSq_combination hS, hc] at ht
  have hpos : 0 < ((B *ᵥ c) ⬝ᵥ (B *ᵥ c)) ^ 2 * (residualSq B (B *ᵥ c) + 2) := by
    positivity
  linarith

/-- Let `B` be symmetric and let `c` solve the DIIS equations `B c = μ u`, `u · c = 1`.
Then any `d` with `u · d = 1` has `d · B d` equal to `μ` plus the form of `d - c`. -/
theorem residualSq_eq_add (hS : Bᵀ = B) {c d : n → ℝ} {μ : ℝ} (hc : ones ⬝ᵥ c = 1)
    (h : B *ᵥ c = μ • ones) (hd : ones ⬝ᵥ d = 1) :
    residualSq B d = μ + residualSq B (d - c) := by
  have he := residualSq_combination hS 1 1 c (d - c)
  have h1 : (1 : ℝ) • c + (1 : ℝ) • (d - c) = d := by module
  have h2 : (d - c) ⬝ᵥ B *ᵥ c = 0 := by
    rw [h, dotProduct_smul, dotProduct_comm, dotProduct_sub, hd, hc, sub_self, smul_zero]
  have h3 : residualSq B c = μ := by
    rw [residualSq, h, dotProduct_smul, dotProduct_comm, hc, smul_eq_mul, mul_one]
  rw [h1, h2, h3] at he
  linarith

/-- For symmetric positive semidefinite `B` with Penrose inverse `X` and the all-ones vector `u` in
the range of `B`, where `B` has size at least one, `u · X u` is positive and `X u / (u · X u)`
solves the DIIS equations with multiplier `1 / (u · X u)`. -/
theorem pinvCoeffs_solve [Nonempty n] (hS : Bᵀ = B) (hP : ∀ c, 0 ≤ residualSq B c)
    (hX : IsPenroseInverse B X) (hr : ∃ w, B *ᵥ w = ones) :
    0 < ones ⬝ᵥ X *ᵥ ones ∧ ones ⬝ᵥ pinvCoeffs X = 1 ∧
      B *ᵥ pinvCoeffs X = (1 / (ones ⬝ᵥ X *ᵥ ones)) • ones := by
  obtain ⟨w, hw⟩ := hr
  -- on the range of `B`, the product `B X` acts as the identity
  have hv : B *ᵥ (X *ᵥ ones) = ones := by
    rw [← hw]
    simp only [Matrix.mulVec_mulVec, ← Matrix.mul_assoc, hX.inner]
  have hs : residualSq B (X *ᵥ ones) = ones ⬝ᵥ X *ᵥ ones := by
    rw [residualSq, hv, dotProduct_comm]
  have h0 : ones ⬝ᵥ X *ᵥ ones ≠ 0 := by
    intro h
    have hz := mulVec_eq_zero_of_residualSq hS hP _ (hs.trans h)
    rw [hv] at hz
    have hz' := congrFun hz (Classical.arbitrary n)
    simp [ones] at hz'
  have hn := hP (X *ᵥ ones)
  rw [hs] at hn
  refine ⟨lt_of_le_of_ne hn (Ne.symm h0), ?_, ?_⟩
  · rw [pinvCoeffs, dotProduct_smul, smul_eq_mul, one_div, inv_mul_cancel₀ h0]
  · rw [pinvCoeffs, Matrix.mulVec_smul, hv]

/-- Let `B`, of size at least one, be symmetric positive semidefinite with Penrose inverse `X`, and
`u` the all-ones vector. If `u` is in the range of `B`, the minimum of `c · B c` subject to
`u · c = 1` is `1 / (u · X u)`, attained at `X u / (u · X u)`; otherwise the minimum is zero and is
attained. -/
theorem diis_minimum [Nonempty n] (hS : Bᵀ = B) (hP : ∀ c, 0 ≤ residualSq B c)
    (hX : IsPenroseInverse B X) :
    ((∃ w, B *ᵥ w = ones) → 0 < ones ⬝ᵥ X *ᵥ ones ∧ IsMinimizer B (pinvCoeffs X) ∧
      residualSq B (pinvCoeffs X) = 1 / (ones ⬝ᵥ X *ᵥ ones)) ∧
    ((¬ ∃ w, B *ᵥ w = ones) → ∃ c, IsMinimizer B c ∧ residualSq B c = 0) := by
  constructor
  · intro hr
    obtain ⟨hpos, h1, h2⟩ := pinvCoeffs_solve hS hP hX hr
    have hv : residualSq B (pinvCoeffs X) = 1 / (ones ⬝ᵥ X *ᵥ ones) := by
      rw [residualSq, h2, dotProduct_smul, dotProduct_comm (pinvCoeffs X) ones, h1,
        smul_eq_mul, mul_one]
    refine ⟨hpos, ⟨h1, fun d hd => ?_⟩, hv⟩
    have hadd := residualSq_eq_add hS h1 h2 hd
    have hn := hP (d - pinvCoeffs X)
    linarith
  · intro hr
    -- the part of `u` outside the range of `B` lies in the kernel of `B`
    obtain ⟨z, hz⟩ : ∃ z : n → ℝ, z = ones - B *ᵥ (X *ᵥ ones) := ⟨_, rfl⟩
    have hz0 : z ≠ 0 := fun h => hr ⟨X *ᵥ ones, (sub_eq_zero.mp (hz.symm.trans h)).symm⟩
    have hBBX : B * (B * X) = B := by
      calc B * (B * X) = Bᵀ * (B * X)ᵀ := by rw [hS, hX.symm_left]
        _ = (B * X * B)ᵀ := (Matrix.transpose_mul _ _).symm
        _ = B := by rw [hX.inner, hS]
    have hBz : B *ᵥ z = 0 := by
      have h : B *ᵥ (B *ᵥ (X *ᵥ ones)) = B *ᵥ ones := by
        simp only [Matrix.mulVec_mulVec, hBBX]
      rw [hz, Matrix.mulVec_sub, h, sub_self]
    have h1 : z ⬝ᵥ B *ᵥ (X *ᵥ ones) = 0 := by
      rw [dot_symm hS, hBz, zero_dotProduct]
    have h2 : z ⬝ᵥ z = z ⬝ᵥ ones - z ⬝ᵥ B *ᵥ (X *ᵥ ones) := by
      rw [← dotProduct_sub, ← hz]
    have h3 : ones ⬝ᵥ z = z ⬝ᵥ z := by
      rw [h2, h1, sub_zero, dotProduct_comm]
    have hval : residualSq B ((z ⬝ᵥ z)⁻¹ • z) = 0 := by
      rw [residualSq, Matrix.mulVec_smul, hBz, smul_zero, dotProduct_zero]
    refine ⟨(z ⬝ᵥ z)⁻¹ • z, ⟨?_, fun d _ => ?_⟩, hval⟩
    · rw [dotProduct_smul, h3, smul_eq_mul, inv_mul_cancel₀ (dot_self_pos hz0).ne']
    · rw [hval]
      exact hP d

/-- For symmetric positive semidefinite `B` with Penrose inverse `X` and the all-ones vector `u` in
the range of `B`, where `B` has size at least one, the minimiser `X u / (u · X u)` is strictly
shorter than every other minimiser. -/
theorem pinvCoeffs_shortest [Nonempty n] (hS : Bᵀ = B) (hP : ∀ c, 0 ≤ residualSq B c)
    (hX : IsPenroseInverse B X) (hr : ∃ w, B *ᵥ w = ones) {d : n → ℝ}
    (hd : IsMinimizer B d) (hne : d ≠ pinvCoeffs X) :
    pinvCoeffs X ⬝ᵥ pinvCoeffs X < d ⬝ᵥ d := by
  obtain ⟨_, h1, h2⟩ := pinvCoeffs_solve hS hP hX hr
  have hv := ((diis_minimum hS hP hX).1 hr).2.2
  have hle := hd.2 _ h1
  have hadd := residualSq_eq_add hS h1 h2 hd.1
  -- two minimisers differ by a kernel vector of `B`
  have he := mulVec_eq_zero_of_residualSq hS hP (d - pinvCoeffs X)
    (le_antisymm (by linarith) (hP _))
  obtain ⟨w, hw⟩ := hr
  have hc : X *ᵥ ones = (X * B) *ᵥ w := by rw [← Matrix.mulVec_mulVec, hw]
  -- and `X u` is orthogonal to that kernel
  have key : (X *ᵥ ones) ⬝ᵥ (d - pinvCoeffs X) = 0 := by
    rw [hc, ← dot_symm hX.symm_right, ← Matrix.mulVec_mulVec, he, Matrix.mulVec_zero,
      dotProduct_zero]
  have hort : pinvCoeffs X ⬝ᵥ (d - pinvCoeffs X) = 0 := by
    conv_lhs => arg 1; rw [pinvCoeffs]
    rw [smul_dotProduct, key, smul_zero]
  have hsq : d ⬝ᵥ d = pinvCoeffs X ⬝ᵥ pinvCoeffs X
      + 2 * (pinvCoeffs X ⬝ᵥ (d - pinvCoeffs X))
      + (d - pinvCoeffs X) ⬝ᵥ (d - pinvCoeffs X) := by
    simp only [dotProduct_sub, sub_dotProduct]
    rw [dotProduct_comm d (pinvCoeffs X)]
    ring
  have hp := dot_self_pos (sub_ne_zero.mpr hne)
  linarith

/-- The matrix with all four entries `1` is symmetric positive semidefinite, has the matrix with
all entries `1/4` as Penrose inverse, and has the all-ones vector in its range. -/
theorem diis_witness :
    (!![1, 1; 1, 1] : Matrix (Fin 2) (Fin 2) ℝ)ᵀ = !![1, 1; 1, 1] ∧
    (∀ c, 0 ≤ residualSq (!![1, 1; 1, 1] : Matrix (Fin 2) (Fin 2) ℝ) c) ∧
    IsPenroseInverse (!![1, 1; 1, 1] : Matrix (Fin 2) (Fin 2) ℝ)
      !![1/4, 1/4; 1/4, 1/4] ∧
    (!![1, 1; 1, 1] : Matrix (Fin 2) (Fin 2) ℝ) *ᵥ ![1/2, 1/2] = ones := by
  refine ⟨?_, fun c => ?_, ⟨?_, ?_, ?_, ?_⟩, ?_⟩
  · ext i j
    fin_cases i <;> fin_cases j <;> simp
  · have h : residualSq (!![1, 1; 1, 1] : Matrix (Fin 2) (Fin 2) ℝ) c = (c 0 + c 1) ^ 2 := by
      simp [residualSq, Matrix.mulVec, dotProduct, Fin.sum_univ_two]
      ring
    rw [h]
    positivity
  on_goal 5 =>
    ext i
    fin_cases i <;> norm_num [ones, Matrix.mulVec, dotProduct, Fin.sum_univ_two]
  all_goals
    ext i j
    fin_cases i <;> fin_cases j <;> norm_num [Matrix.mul_apply, Fin.sum_univ_two]

/-- The matrix `diag(1, 0)` is symmetric positive semidefinite, is its own Penrose inverse, and
does not have the all-ones vector in its range. -/
theorem diis_outside_range_witness :
    (!![1, 0; 0, 0] : Matrix (Fin 2) (Fin 2) ℝ)ᵀ = !![1, 0; 0, 0] ∧
    (∀ c, 0 ≤ residualSq (!![1, 0; 0, 0] : Matrix (Fin 2) (Fin 2) ℝ) c) ∧
    IsPenroseInverse (!![1, 0; 0, 0] : Matrix (Fin 2) (Fin 2) ℝ) !![1, 0; 0, 0] ∧
    ¬ ∃ w, (!![1, 0; 0, 0] : Matrix (Fin 2) (Fin 2) ℝ) *ᵥ w = ones := by
  refine ⟨?_, fun c => ?_, ⟨?_, ?_, ?_, ?_⟩, ?_⟩
  · ext i j
    fin_cases i <;> fin_cases j <;> simp
  · have h : residualSq (!![1, 0; 0, 0] : Matrix (Fin 2) (Fin 2) ℝ) c = c 0 * c 0 := by
      simp [residualSq, Matrix.mulVec, dotProduct, Fin.sum_univ_two]
    rw [h]
    exact mul_self_nonneg _
  on_goal 5 =>
    rintro ⟨w, hw⟩
    have h := congrFun hw 1
    simp [ones, Matrix.mulVec, dotProduct, Fin.sum_univ_two] at h
  all_goals
    ext i j
    fin_cases i <;> fin_cases j <;> norm_num [Matrix.mul_apply, Fin.sum_univ_two]

end

end SingularDIIS
```

```lean
#print axioms SingularDIIS.diis_minimum
-- 'SingularDIIS.diis_minimum' depends on axioms: [propext, Classical.choice, Quot.sound]
#print axioms SingularDIIS.pinvCoeffs_shortest
-- 'SingularDIIS.pinvCoeffs_shortest' depends on axioms: [propext, Classical.choice, Quot.sound]
```

## From the derivation to the Lean proof

`dot_symm` moves a symmetric matrix across the dot product, and `dot_self_pos` gives $x\cdot x>0$ for $x\ne0$. `residualSq_combination` expands $Q(sx+ty)$; symmetry merges the two cross terms, and `ring` collects the result.

`mulVec_eq_zero_of_residualSq` is the first step of the derivation. It applies `hP` to the trial vector with $s=-(\beta+1)$ and $t=a$. `positivity` proves $a^2(\beta+2)>0$, and `linarith` finds the contradiction.

`residualSq_eq_add` is the identity $Q(d)=\mu+Q(d-c)$. It uses the expansion with $s=t=1$ and the vectors $c$ and $d-c$; `h2` removes the cross term and `h3` evaluates $Q(c)$.

`pinvCoeffs_solve` treats $u$ in the range. Its `hv` is $BXu=u$, and `h0` excludes $u\cdot Xu=0$ by looking at one component of $u$, which is where a nonempty index set is needed. The first half of `diis_minimum` combines this lemma with the previous identity. The second half constructs $z$: `hBBX` is $B(BX)=B$, `hBz` is $Bz=0$, and `h3` is $u\cdot z=z\cdot z$, which normalises the coefficients.

In `pinvCoeffs_shortest`, minimality of `d` gives $Q(d-c^*)\le0$, while `hP` gives the opposite inequality. The kernel lemma then yields `he`, `key` gives the orthogonality to $Xu$, and `hsq` is the Pythagorean expansion of $d\cdot d$.

The last two theorems supply a singular matrix for each case. The matrix equations are checked entry by entry, and semidefiniteness follows by writing the form as a square. `diis_witness` uses the matrix of two equal residuals, and `diis_outside_range_witness` uses $\mathrm{diag}(1,0)$, where the second residual is already zero.
